# Normal ordering the displacement operator of one phonon mode gives the factor \(\exp(-g^2/2)\), order by order in \(g\)

Let \(a\) lower and \(b\) raise the phonon number of one mode, so that \(ab-ba=1\), and let \(g\) be a dimensionless coupling. Expand \(\exp(g(b-a))\) to second order and move every \(b\) to the left of every \(a\):

\[
\tfrac12(b-a)^2=\tfrac12\left(b^2-ba-ab+a^2\right)=\tfrac12 b^2-ba+\tfrac12a^2-\tfrac12 .
\]

The first three terms are the second-order part of \(\exp(gb)\exp(-ga)\). The number \(-\tfrac12\) is left over from the one exchange \(ab=ba+1\), and it is the first correction in \(\exp(-g^2/2)\). To all orders the exchanges add up to

\[
\exp(g(b-a))=\exp(-g^2/2)\,\exp(gb)\,\exp(-ga).
\]

The operator on the left displaces an oscillator. In the Lang–Firsov treatment of electron–phonon coupling, such operators multiply the electron's hopping term once the local coupling has been transformed away. If the hop displaces one mode by \(g\), replacing the operator by its zero-phonon expectation value reduces the hopping amplitude \(t\) to \(t\exp(-g^2/2)\), which narrows the band. This replacement is an approximation for hopping that is weak compared with the phonon energy. What follows treats the displacement operator and its vacuum expectation; the transformation of an electron–phonon Hamiltonian is not carried out.

## Operators as coefficients of a series in \(g\)

The operators are elements of a ring `A` in which one can multiply by rational numbers, as the factors \(1/n!\) require. No Hilbert space or adjoint is assumed: \(b\) plays the part of \(a^\dagger\) through the commutator and, in the theorem on expectation values, through a condition on the vacuum.

```lean
import Mathlib

open PowerSeries

noncomputable section

namespace LangFirsov

variable {A : Type*} [Ring A] [Algebra ℚ A]
```

The coupling is a formal variable that commutes with all operators. In Lean it is the power-series variable `X`, and `C c` is the constant series with value \(c\). An identity between series therefore means equality of the operator coefficients at every power of \(g\). No number is substituted for \(g\), and convergence does not enter. The exponential is defined by its coefficients,

\[
\exp(gx)=\sum_{n\ge0}\frac{x^n}{n!}\,g^n .
\]

```lean
/-- The formal exponential `exp(g x)` as a power series in the coupling `g`. -/
def gExp (x : A) : PowerSeries A :=
  PowerSeries.mk fun n => ((n.factorial : ℚ)⁻¹) • x ^ n
```

The Gaussian contains only even powers,

\[
\exp(-g^2/2)=\sum_{k\ge0}\frac{(-1/2)^k}{k!}\,g^{2k},
\]

so its coefficient at \(g^n\) is \((-1/2)^{n/2}/(n/2)!\) for even \(n\) and zero for odd \(n\).

```lean
/-- The coefficient of `g ^ n` in `exp(-g²/2)`. -/
def gaussCoeff (n : ℕ) : ℚ :=
  if Even n then (-1 / 2) ^ (n / 2) * ((n / 2).factorial : ℚ)⁻¹ else 0
```

To multiply operator series, these rational numbers are placed in `A` as multiples of the identity.

```lean
/-- The scalar series `exp(-g²/2)` with coefficients in the operator algebra. -/
def gaussian (A : Type*) [Ring A] [Algebra ℚ A] : PowerSeries A :=
  PowerSeries.mk fun n => gaussCoeff n • (1 : A)
```

## Differential equations in the coupling

Write \(f_n\) for the coefficient of \(g^n\) in a series \(f\). Differentiating with respect to \(g\) gives a series whose coefficient at \(g^n\) is \((n+1)f_{n+1}\).

```lean
/-- The formal derivative with respect to the coupling `g`. -/
def gDeriv (f : PowerSeries A) : PowerSeries A :=
  PowerSeries.mk fun n => ((n + 1 : ℕ) : ℚ) • coeff (n + 1) f
```

For the exponential this produces the factor

\[
\frac{n+1}{(n+1)!}=\frac1{n!}.
\]

```lean
/-- The recursion `(n + 1) / (n + 1)! = 1 / n!` of the exponential coefficients. -/
theorem inv_factorial_step (n : ℕ) :
    ((n + 1 : ℕ) : ℚ) * ((n + 1).factorial : ℚ)⁻¹ = (n.factorial : ℚ)⁻¹ := by
  have h : ((n + 1 : ℕ) : ℚ) ≠ 0 := Nat.cast_ne_zero.mpr n.succ_ne_zero
  rw [Nat.factorial_succ, Nat.cast_mul, mul_inv, mul_inv_cancel_left₀ h]
```

The product rule holds for operator coefficients as long as their order is kept. The coefficient of \(g^n\) in \((fh)'\) is

\[
(n+1)\sum_{i+j=n+1}f_ih_j=\sum_{i+j=n+1}(i f_i)h_j+\sum_{i+j=n+1}f_i(j h_j).
\]

The term with \(i=0\) vanishes in the first sum, and the term with \(j=0\) in the second. Lowering the remaining index by one turns the two sums into the coefficients of \(f'h\) and \(fh'\). In the proof, `split` is the displayed equation, and the two antidiagonal lemmas separate off the vanishing terms.

```lean
/-- The Leibniz rule in `g`, with the order of the operators kept. -/
theorem gDeriv_mul (f h : PowerSeries A) :
    gDeriv (f * h) = gDeriv f * h + f * gDeriv h := by
  ext n
  have split : ((n + 1 : ℕ) : ℚ) •
      ∑ p ∈ Finset.HasAntidiagonal.antidiagonal (n + 1), coeff p.1 f * coeff p.2 h =
      ∑ p ∈ Finset.HasAntidiagonal.antidiagonal (n + 1),
        ((p.1 : ℚ) • coeff p.1 f) * coeff p.2 h +
      ∑ p ∈ Finset.HasAntidiagonal.antidiagonal (n + 1),
        coeff p.1 f * ((p.2 : ℚ) • coeff p.2 h) := by
    rw [Finset.smul_sum, ← Finset.sum_add_distrib]
    refine Finset.sum_congr rfl fun p hp => ?_
    rw [← Finset.HasAntidiagonal.mem_antidiagonal.mp hp, Nat.cast_add, add_smul,
      smul_mul_assoc, mul_smul_comm]
  rw [map_add]
  simp only [gDeriv, coeff_mul, coeff_mk]
  rw [split, Finset.Nat.sum_antidiagonal_succ, Finset.Nat.sum_antidiagonal_succ']
  simp only [Nat.cast_zero, zero_smul, zero_mul, mul_zero, zero_add]
```

An exponential is fixed by a first-order equation and its initial value. If \(F'=cF\) and \(F_0=1\), comparing coefficients gives

\[
(n+1)F_{n+1}=cF_n,\qquad\text{hence}\qquad F_n=\frac{c^n}{n!}.
\]

Conversely, the series with these coefficients satisfies both conditions. The lemma states this as an equivalence. Its proof first checks the exponential itself (`h0` and `hD`). Then, by induction on \(n\), it compares the recursion for \(F\) with that for the exponential and divides by \(n+1\).

```lean
/-- `exp(g c)` is the unique series with `F(0) = 1` and `dF/dg = c F`. -/
theorem eq_gExp_iff (F : PowerSeries A) (c : A) :
    F = gExp c ↔ coeff 0 F = 1 ∧ gDeriv F = C c * F := by
  have h0 : coeff 0 (gExp c) = 1 := by
    rw [gExp, coeff_mk]
    simp
  have hD : gDeriv (gExp c) = C c * gExp c := by
    ext n
    rw [coeff_C_mul]
    simp only [gDeriv, gExp, coeff_mk]
    rw [smul_smul, inv_factorial_step, pow_succ', mul_smul_comm]
  refine ⟨by rintro rfl; exact ⟨h0, hD⟩, fun ⟨hF0, hF⟩ => ?_⟩
  ext n
  induction n with
  | zero => rw [hF0, h0]
  | succ n ih =>
    -- the differential equation fixes each coefficient from the previous one
    have hne : ((n + 1 : ℕ) : ℚ) ≠ 0 := Nat.cast_ne_zero.mpr n.succ_ne_zero
    have e := congrArg (coeff n) hF
    have e' := congrArg (coeff n) hD
    rw [gDeriv, coeff_mk, coeff_C_mul] at e e'
    rw [ih] at e
    have h2 := congrArg (fun z => (((n + 1 : ℕ) : ℚ))⁻¹ • z) (e.trans e'.symm)
    simpa only [inv_smul_smul₀ hne] using h2
```

## The raising exponential shifts \(a\) by \(g\)

Moving \(a\) through a power of \(b\) costs one exchange per factor:

\[
ab^{n+1}=b^{n+1}a+(n+1)b^n .
\]

For \(n=0\) this is the commutation relation. The induction step is

\[
\begin{aligned}
ab^{n+2}&=\left(b^{n+1}a+(n+1)b^n\right)b\\
&=b^{n+1}(ba+1)+(n+1)b^{n+1}\\
&=b^{n+2}a+(n+2)b^{n+1}.
\end{aligned}
\]

Division by \((n+1)!\) gives the coefficient of \(g^{n+1}\) in

\[
a\exp(gb)=\exp(gb)\,a+g\exp(gb),
\]

while at order zero both sides are \(a\). Multiplied from the left by \(\exp(-gb)\), the equation reads \(\exp(-gb)\,a\exp(gb)=a+g\), a displacement of the phonon operator. The formula for powers is `hpow` in the code, and the final case distinction separates order zero from the higher orders.

```lean
/-- Moving `a` through `exp(g b)` shifts it by `g`. -/
theorem phonon_shift {a b : A} (h : a * b - b * a = 1) :
    C a * gExp b = gExp b * C a + X * gExp b := by
  have h' : a * b = b * a + 1 := by rw [← h]; abel
  have hpow : ∀ n : ℕ, a * b ^ (n + 1) = b ^ (n + 1) * a + ((n + 1 : ℕ) : ℚ) • b ^ n := by
    intro n
    induction n with
    | zero => simpa using h'
    | succ n ih =>
      calc a * b ^ (n + 1 + 1) = (a * b ^ (n + 1)) * b := by
            rw [pow_succ b (n + 1), mul_assoc]
        _ = b ^ (n + 1) * (a * b) + ((n + 1 : ℕ) : ℚ) • (b ^ n * b) := by
            rw [ih, add_mul, mul_assoc, smul_mul_assoc]
        _ = _ := by
            rw [h', mul_add, mul_one, ← pow_succ b n, ← mul_assoc, ← pow_succ b (n + 1),
              Nat.cast_add (n + 1) 1, Nat.cast_one, add_smul, one_smul]
            abel
  ext n
  rw [map_add, coeff_C_mul, coeff_mul_C]
  cases n with
  | zero =>
    rw [coeff_zero_X_mul, gExp, coeff_mk]
    simp
  | succ n =>
    rw [coeff_succ_X_mul]
    simp only [gExp, coeff_mk]
    rw [mul_smul_comm, hpow, ← inv_factorial_step n, smul_add, smul_mul_assoc, smul_smul,
      mul_comm ((n + 1 : ℕ) : ℚ)]
```

## The Gaussian compensates the shift

The shift will produce a term proportional to \(g\), which the scalar prefactor \(G=\exp(-g^2/2)\) has to cancel. It does so because \(G'=-gG\). In coefficients this says \(G_1=0\) and \((n+2)G_{n+2}=-G_n\). For \(n=2k\),

\[
(2k+2)\frac{(-1/2)^{k+1}}{(k+1)!}=-\frac{(-1/2)^k}{k!},
\]

and for odd \(n\) both sides are zero. The local facts `even`, `odd` and `step` record the two kinds of coefficient and this recursion.

```lean
/-- The Gaussian `G = exp(-g²/2)` satisfies `dG/dg = -g G`. -/
theorem gDeriv_gaussian : gDeriv (gaussian A) = -(X * gaussian A) := by
  have even (k : ℕ) : gaussCoeff (2 * k) = (-1 / 2) ^ k * (k.factorial : ℚ)⁻¹ := by
    rw [gaussCoeff, if_pos (even_two_mul k), Nat.mul_div_cancel_left k two_pos]
  have odd (k : ℕ) : gaussCoeff (2 * k + 1) = 0 := by
    rw [gaussCoeff, if_neg (Nat.not_even_iff_odd.mpr ⟨k, rfl⟩)]
  have step (n : ℕ) : ((n + 1 + 1 : ℕ) : ℚ) * gaussCoeff (n + 1 + 1) = -gaussCoeff n := by
    obtain ⟨k, rfl | rfl⟩ := Nat.even_or_odd' n
    · have f := inv_factorial_step k
      rw [show 2 * k + 1 + 1 = 2 * (k + 1) by ring, even, even, pow_succ]
      push_cast at f ⊢
      linear_combination (-(-1 / 2) ^ k) * f
    · rw [show 2 * k + 1 + 1 + 1 = 2 * (k + 1) + 1 by ring, odd, odd, mul_zero, neg_zero]
  ext n
  rw [map_neg, gDeriv, coeff_mk]
  cases n with
  | zero =>
    have h1 : gaussCoeff (0 + 1) = 0 := odd 0
    rw [coeff_zero_X_mul, gaussian, coeff_mk, h1]
    simp
  | succ n =>
    rw [coeff_succ_X_mul, gaussian, coeff_mk, coeff_mk, smul_smul, step, neg_smul]
```

## The ordered product solves the displacement equation

Set \(F=G\exp(gb)\exp(-ga)\). Its value at \(g=0\) is \(1\). The product rule gives

\[
\begin{aligned}
F'={}&-gG\exp(gb)\exp(-ga)+Gb\exp(gb)\exp(-ga)\\
&-G\exp(gb)\,a\exp(-ga).
\end{aligned}
\]

In the last term the shift relation replaces \(\exp(gb)\,a\) by \(a\exp(gb)-g\exp(gb)\). The coefficients of \(G\) are multiples of the identity, so \(G\) commutes with \(a\) and \(b\), and

\[
F'=-gF+bF-aF+gF=(b-a)F .
\]

By uniqueness, \(F=\exp(g(b-a))\).

The theorem says exactly this: for any two elements of `A` with \(ab-ba=1\), the two series agree in every coefficient. Its proof applies `eq_gExp_iff` to the ordered product. The fact `comm` moves the Gaussian past an operator, and the final `linear_combination` adds up the commutations and the shift relation as in the calculation above, with the order of the factors respected.

```lean
/-- The displacement operator of one phonon mode in normal order:
`exp(g(b - a)) = exp(-g²/2) exp(g b) exp(-g a)`. -/
theorem displacement_normal_order {a b : A} (h : a * b - b * a = 1) :
    gExp (b - a) = gaussian A * gExp b * gExp (-a) := by
  have comm (c : A) : gaussian A * C c = C c * gaussian A := by
    ext n
    rw [coeff_mul_C, coeff_C_mul, gaussian, coeff_mk]
    simp
  symm
  rw [eq_gExp_iff]
  constructor
  · rw [coeff_zero_eq_constantCoeff_apply, map_mul, map_mul]
    simp only [← coeff_zero_eq_constantCoeff_apply, gaussian, gExp, coeff_mk]
    simp [gaussCoeff]
  · -- the ordered product obeys the equation of `exp(g(b - a))`
    have hX : gaussian A * X = X * gaussian A := (commute_X _).eq
    rw [gDeriv_mul, gDeriv_mul, gDeriv_gaussian, ((eq_gExp_iff _ b).mp rfl).2,
      ((eq_gExp_iff _ (-a)).mp rfl).2, map_sub, map_neg]
    linear_combination (norm := noncomm_ring) comm b * (gExp b * gExp (-a))
      + gaussian A * phonon_shift h * gExp (-a) - comm a * (gExp b * gExp (-a))
      + hX * (gExp b * gExp (-a))
```

The commutation relation cannot hold for finite matrices of positive size. For \(N\times N\) matrices with \(N\ge1\), the trace of \(ab-ba\) is zero, whereas the trace of the identity is \(N\). The theorem therefore does not apply to the truncated phonon matrices of a numerical calculation, where the factorisation has to be checked against the cutoff.

## Only the Gaussian survives in the phonon vacuum

The zero-temperature average over the mode is represented by a rational-valued linear functional \(\varphi\) on the operators, standing for \(\varphi(x)=\langle0|x|0\rangle\). Rational values suffice here: for operators built from \(a\) and \(b\) by sums, products and rational factors, \(\langle0|x|0\rangle\) is rational. Three conditions are imposed on it. Normalisation of the vacuum is \(\varphi(1)=1\). Since there is no phonon to remove, \(a|0\rangle=0\), which gives \(\varphi(xa)=0\) for every \(x\). The conjugate statement \(\langle0|b=0\) gives \(\varphi(bx)=0\).

By the ordering theorem, the coefficient of \(g^n\) in the expectation value is

\[
\sum_{i+j+k=n}G_i\,\frac{\varphi\left(b^j(-a)^k\right)}{j!\,k!}.
\]

Every term with \(k\ge1\) ends in \(a\) and vanishes. Of the rest, every term with \(j\ge1\) begins with \(b\) and vanishes too. What remains is \(G_n\varphi(1)=G_n\). The local lemma `drop` removes an exponential \(\exp(gy)\) standing to the right of a series \(f\) when every product of a coefficient of \(f\) with a positive power of \(y\) has zero expectation; it is applied first to \(\exp(-ga)\) and then to \(\exp(gb)\).

```lean
/-- The vacuum expectation of `exp(g(b - a))` is `exp(-g²/2)`, order by order in `g`. -/
theorem polaron_band_narrowing {a b : A} (h : a * b - b * a = 1) (φ : A →ₗ[ℚ] ℚ)
    (h1 : φ 1 = 1) (ha : ∀ x, φ (x * a) = 0) (hb : ∀ x, φ (b * x) = 0) (n : ℕ) :
    φ (coeff n (gExp (b - a))) = gaussCoeff n := by
  -- `gExp y` drops out if each coefficient of `f` times a positive power of `y` has expectation 0
  have drop : ∀ (f : PowerSeries A) (y : A),
      (∀ i j, φ (coeff i f * y ^ (j + 1)) = 0) →
      φ (coeff n (f * gExp y)) = φ (coeff n f) := by
    intro f y hy
    rw [coeff_mul, map_sum, Finset.sum_eq_single (n, 0)]
    · simp only [gExp, coeff_mk]
      simp
    · rintro ⟨i, j⟩ hij hne
      cases j with
      | zero => exact (hne (by simpa using hij)).elim
      | succ j =>
        simp only [gExp, coeff_mk]
        rw [mul_smul_comm, map_smul, hy, smul_zero]
    · intro hn
      exact (hn (by simp)).elim
  rw [displacement_normal_order h, drop _ (-a), drop _ b]
  · rw [gaussian, coeff_mk, map_smul, h1, smul_eq_mul, mul_one]
  · intro i j
    rw [gaussian, coeff_mk, smul_mul_assoc, one_mul, map_smul, pow_succ', hb, smul_zero]
  · intro i j
    rw [pow_succ, ← mul_assoc, mul_neg, map_neg, ha, neg_zero]
```

The commutator is essential here. Take `A` to be the rational numbers, \(a=b=0\), and \(\varphi\) the identity map. All three conditions on \(\varphi\) are met, but \(ab-ba=0\). The displacement series is then the constant \(1\), whose coefficient at \(g^2\) is \(0\), while the Gaussian has \(-\tfrac12\). This is an algebraic counter-example, not a physical oscillator.

The same argument covers a commutator \(ab-ba=s\) with \(s\) rational. The shift becomes \(sg\), and the prefactor that compensates it is \(\exp(-sg^2/2)\). With \(s=2\) it applies directly to a hop between two sites that each carry their own mode, as in the Holstein model. The hop displaces the modes in opposite directions, so the relevant operators are \(a_1-a_2\) and \(b_1-b_2\), whose commutator is \(2\), and the zero-phonon average multiplies the hopping amplitude by \(\exp(-g^2)\). The code treats \(s=1\) only.

## Phonon states as polynomials

A concrete mode satisfying these assumptions is obtained from polynomials in a variable \(z\) with rational coefficients. The monomial \(z^n\) stands for \(b^n|0\rangle\), which is \(\sqrt{n!}\) times the normalised state with \(n\) phonons. The vacuum is the polynomial \(1\), and the vacuum expectation of an operator \(T\) is the constant term of \(T1\).

```lean
/-- The functional sending an operator `T` on polynomials to the constant term of `T 1`. -/
def fockVacuum : Module.End ℚ (Polynomial ℚ) →ₗ[ℚ] ℚ where
  toFun T := (T 1).coeff 0
  map_add' S T := by simp
  map_smul' c T := by simp
```

Let \(a\) be differentiation with respect to \(z\) and \(b\) multiplication by \(z\), which Lean writes `Polynomial.X`, distinct from the coupling variable. For every polynomial \(p\),

\[
(ab-ba)p=(zp)'-zp'=p .
\]

The constant term of \(1\) is \(1\). The derivative of \(1\) is zero, so \(Ta\) has zero expectation for every \(T\). A multiple of \(z\) has no constant term, so \(bT\) has zero expectation as well. The four parts of the theorem are these four checks, and together they supply every assumption of `polaron_band_narrowing`.

```lean
/-- With `a` the derivative and `b` the operator of multiplication by the polynomial variable, `a`,
`b` and `fockVacuum` satisfy the commutation relation and the vacuum conditions. -/
theorem phonon_witness (a b : Module.End ℚ (Polynomial ℚ))
    (ha : a = Polynomial.derivative) (hb : b = LinearMap.mulLeft ℚ Polynomial.X) :
    a * b - b * a = 1 ∧ fockVacuum 1 = 1 ∧
      (∀ T, fockVacuum (T * a) = 0) ∧ ∀ T, fockVacuum (b * T) = 0 := by
  subst ha hb
  refine ⟨LinearMap.ext fun p => ?_, ?_, fun T => ?_, fun T => ?_⟩
  · change Polynomial.derivative (Polynomial.X * p) -
      Polynomial.X * Polynomial.derivative p = p
    rw [Polynomial.derivative_mul, Polynomial.derivative_X, one_mul, add_sub_cancel_right]
  · change (1 : Polynomial ℚ).coeff 0 = 1
    simp
  · change (T (Polynomial.derivative 1)).coeff 0 = 0
    simp
  · change (Polynomial.X * T 1).coeff 0 = 0
    simp

end LangFirsov
```

```lean
#print axioms LangFirsov.displacement_normal_order
#print axioms LangFirsov.polaron_band_narrowing
```

```
'LangFirsov.displacement_normal_order' depends on axioms: [propext, Classical.choice, Quot.sound]
'LangFirsov.polaron_band_narrowing' depends on axioms: [propext, Classical.choice, Quot.sound]
```
